# Without its spin-flip terms, a nonzero Hund exchange between two electrons is not invariant under spin rotations

## Question

Before running a multi-orbital impurity solver that accepts only density-density interactions, I delete the spin-flip part of Hund's exchange. I want to know exactly what this does to spin symmetry.

For one electron in each of two orbitals, I write the interaction as $H=U'\,1-J\,\mathrm{SWAP}$. Here $U'$ is the inter-orbital Coulomb repulsion, $J$ is the exchange constant and SWAP exchanges the two spins. The solver keeps only the diagonal part $H_{dd}$ in the basis $\uparrow\uparrow,\uparrow\downarrow,\downarrow\uparrow,\downarrow\downarrow$. I believe that $H$ commutes with $u\otimes u$ for every $2\times2$ matrix $u$, whereas $H_{dd}$ commutes with the total $S_x$ only if $J=0$. Can this be made rigorous and machine-checked?

## Answer

Yes. The derivation comes first, then its Lean version.

### Commuting with rotations, before and after truncation

On a product state,
$$\mathrm{SWAP}(a\otimes b)|s\,t\rangle=b|t\rangle\otimes a|s\rangle=(b\otimes a)\,\mathrm{SWAP}|s\,t\rangle .$$
Setting $a=b=u$ shows that SWAP, and therefore $H$, commutes with $u\otimes u$. For the total $A=a\otimes1+1\otimes a$ of a one-spin operator $a$, SWAP interchanges the two terms, so $H$ commutes with $A$ too.

SWAP has diagonal entries 1 for parallel and 0 for antiparallel spins. Hence
$$H_{dd}=\mathrm{diag}(U'-J,\;U',\;U',\;U'-J).$$
A diagonal matrix with entries $d_p$ satisfies $[H_{dd},A]_{pq}=(d_p-d_q)A_{pq}$. With 0 for up and 1 for down,
$$[H_{dd},A]_{\uparrow\uparrow,\uparrow\downarrow}=-J\,a_{01},\qquad [H_{dd},A]_{\uparrow\downarrow,\uparrow\uparrow}=J\,a_{10}.$$
If the commutator vanishes, then $J=0$ or $a$ is diagonal. Conversely, $J=0$ makes $H_{dd}$ a multiple of the identity, and a diagonal $a$ makes $A$ diagonal; either way they commute. Since $S_x$ has off-diagonal entries $1/2$, only $J=0$ remains.

### The lost spin-flip terms and the energies

In units of $\hbar$, $S_{1z}S_{2z}$ is $1/4$ on parallel and $-1/4$ on antiparallel spins. The sum $S_{1x}S_{2x}+S_{1y}S_{2y}$ vanishes on parallel spins and exchanges $\uparrow\downarrow$ with $\downarrow\uparrow$ with amplitude $1/2$. Therefore $\mathrm{SWAP}=\tfrac12+2\,\mathbf S_1\cdot\mathbf S_2$, and
$$H=U'-\tfrac J2-2J\,\mathbf S_1\cdot\mathbf S_2,\qquad H_{dd}=U'-\tfrac J2-2J\,S_{1z}S_{2z}.$$

On $(|\uparrow\downarrow\rangle\mp|\downarrow\uparrow\rangle)/\sqrt2$, SWAP equals $\mp1$, so $H$ has energies $U'\pm J$. $H_{dd}$ gives $U'$ for every antiparallel combination. In this isolated two-electron model, the truncation thus splits the triplet when $J\neq0$: its parallel members stay at $U'-J$.

### What the Lean statements say

`TwoSpinOp` is the type of complex matrices indexed by pairs of spin labels, `coulomb U J` is $H$ with `U` standing for $U'$, and `densityDensity U J` is $H_{dd}$. `total a` is $A$, `⊗ₖ` is the tensor product, and `Commute` means that the two products agree. The main theorem, `spin_symmetry_of_exchange`, holds for all real `U` and `J`; its `u` need not be unitary, so spin rotations are included. The vector `antiparallel c` is unnormalised, which leaves the energies unchanged.

The form of $H$ is assumed, not derived from Coulomb integrals. Double occupancy, pair hopping, hopping and spin-orbit coupling are absent.

```lean
import Mathlib

open Matrix
open scoped Kronecker

namespace HundExchange

noncomputable section

/-- Operators on two spins one-half, as matrices in the product basis (0 is up, 1 is down). -/
abbrev TwoSpinOp := Matrix (Fin 2 × Fin 2) (Fin 2 × Fin 2) ℂ

/-- The operator that exchanges the two spins. -/
def swap : TwoSpinOp :=
  Matrix.of fun p q => if p.1 = q.2 ∧ p.2 = q.1 then 1 else 0

/-- The interaction `U' - J SWAP` of two electrons in different orbitals. -/
def coulomb (U J : ℝ) : TwoSpinOp := (U : ℂ) • (1 : TwoSpinOp) - (J : ℂ) • swap

/-- The density-density part: the diagonal of the interaction in the product spin basis. -/
def densityDensity (U J : ℝ) : TwoSpinOp := Matrix.diagonal fun p => coulomb U J p p

/-- The sum over both electrons of a one-spin operator `a`. -/
def total (a : Matrix (Fin 2) (Fin 2) ℂ) : TwoSpinOp :=
  a ⊗ₖ (1 : Matrix (Fin 2) (Fin 2) ℂ) + (1 : Matrix (Fin 2) (Fin 2) ℂ) ⊗ₖ a

/-- The spin-half matrix `S_x`, in units of ħ. -/
def sx : Matrix (Fin 2) (Fin 2) ℂ := !![0, 1 / 2; 1 / 2, 0]

/-- The spin-half matrix `S_y`, in units of ħ. -/
def sy : Matrix (Fin 2) (Fin 2) ℂ := !![0, -Complex.I / 2; Complex.I / 2, 0]

/-- The spin-half matrix `S_z`, in units of ħ. -/
def sz : Matrix (Fin 2) (Fin 2) ℂ := !![1 / 2, 0; 0, -1 / 2]

/-- The antiparallel spin state `|↑↓⟩ + c |↓↑⟩`, not normalised. -/
def antiparallel (c : ℂ) : Fin 2 × Fin 2 → ℂ :=
  fun p => if p = (0, 1) then 1 else if p = (1, 0) then c else 0

/-- Moving the exchange operator past a product operator interchanges its two factors. -/
theorem swap_mul_kronecker (a b : Matrix (Fin 2) (Fin 2) ℂ) :
    swap * (a ⊗ₖ b) = (b ⊗ₖ a) * swap := by
  ext ⟨i, j⟩ ⟨k, l⟩
  fin_cases i <;> fin_cases j <;> fin_cases k <;> fin_cases l <;>
    simp [swap, Matrix.mul_apply, Fintype.sum_prod_type, Fin.sum_univ_two, mul_comm] <;>
    exact mul_comm _ _

/-- The full interaction commutes with the sum over both electrons of any one-spin operator. -/
theorem coulomb_commute_total (U J : ℝ) (a : Matrix (Fin 2) (Fin 2) ℂ) :
    Commute (coulomb U J) (total a) := by
  have key : swap * total a = total a * swap := by
    rw [total, mul_add, swap_mul_kronecker, swap_mul_kronecker, add_mul]
    exact add_comm _ _
  change coulomb U J * total a = total a * coulomb U J
  simp only [coulomb, sub_mul, mul_sub, Matrix.smul_mul, Matrix.mul_smul, one_mul, mul_one, key]

/-- The density-density part commutes with the sum over both electrons of a one-spin operator
exactly when `J = 0` or that operator is diagonal in the chosen spin basis. -/
theorem densityDensity_commute_total_iff (U J : ℝ) (a : Matrix (Fin 2) (Fin 2) ℂ) :
    Commute (densityDensity U J) (total a) ↔ J = 0 ∨ (a 0 1 = 0 ∧ a 1 0 = 0) := by
  constructor
  · intro h
    -- compare the elements that connect parallel and antiparallel spins
    have h1 := congrArg (fun M : TwoSpinOp => M (0, 0) (0, 1)) h.eq
    have h2 := congrArg (fun M : TwoSpinOp => M (0, 1) (0, 0)) h.eq
    simp only [densityDensity, Matrix.diagonal_mul, Matrix.mul_diagonal] at h1 h2
    have e0 : coulomb U J (0, 0) (0, 0) = (U : ℂ) - J := by simp [coulomb, swap]
    have e1 : coulomb U J (0, 1) (0, 1) = (U : ℂ) := by simp [coulomb, swap]
    have t1 : total a (0, 0) (0, 1) = a 0 1 := by simp [total]
    have t2 : total a (0, 1) (0, 0) = a 1 0 := by simp [total]
    rw [e0, e1, t1] at h1
    rw [e0, e1, t2] at h2
    have k1 : (J : ℂ) * a 0 1 = 0 := by linear_combination -h1
    have k2 : (J : ℂ) * a 1 0 = 0 := by linear_combination h2
    by_cases hJ : J = 0
    · exact Or.inl hJ
    · have hJ' : (J : ℂ) ≠ 0 := Complex.ofReal_ne_zero.mpr hJ
      exact Or.inr ⟨(mul_eq_zero.mp k1).resolve_left hJ', (mul_eq_zero.mp k2).resolve_left hJ'⟩
  · intro h
    change densityDensity U J * total a = total a * densityDensity U J
    ext ⟨i, j⟩ ⟨k, l⟩
    rcases h with hJ | ⟨h01, h10⟩
    · fin_cases i <;> fin_cases j <;> fin_cases k <;> fin_cases l <;>
        simp [densityDensity, coulomb, swap, total, hJ, mul_comm]
    · fin_cases i <;> fin_cases j <;> fin_cases k <;> fin_cases l <;>
        simp [densityDensity, coulomb, swap, total, h01, h10, mul_comm]

/-- The full interaction commutes with `u ⊗ u` for every 2×2 matrix `u`, while its
density-density part commutes with the total `S_x` if and only if `J = 0`. -/
theorem spin_symmetry_of_exchange (U J : ℝ) :
    (∀ u : Matrix (Fin 2) (Fin 2) ℂ, Commute (coulomb U J) (u ⊗ₖ u)) ∧
      (Commute (densityDensity U J) (total sx) ↔ J = 0) := by
  constructor
  · intro u
    change coulomb U J * (u ⊗ₖ u) = (u ⊗ₖ u) * coulomb U J
    simp only [coulomb, sub_mul, mul_sub, Matrix.smul_mul, Matrix.mul_smul, one_mul, mul_one,
      swap_mul_kronecker]
  · rw [densityDensity_commute_total_iff]
    simp [sx]

/-- The Dirac exchange identity: `SWAP = 1/2 + 2 S₁·S₂`. -/
theorem dirac_exchange_identity :
    swap = (1 / 2 : ℂ) • (1 : TwoSpinOp) + (2 : ℂ) • (sx ⊗ₖ sx + sy ⊗ₖ sy + sz ⊗ₖ sz) := by
  ext ⟨i, j⟩ ⟨k, l⟩
  fin_cases i <;> fin_cases j <;> fin_cases k <;> fin_cases l <;>
    simp [swap, sx, sy, sz] <;> ring_nf <;>
    simp only [Complex.I_sq] <;> norm_num

/-- The full interaction is `U' - J/2 - 2J S₁·S₂`. -/
theorem coulomb_eq_heisenberg (U J : ℝ) :
    coulomb U J = ((U : ℂ) - J / 2) • (1 : TwoSpinOp)
      - (2 * J : ℂ) • (sx ⊗ₖ sx + sy ⊗ₖ sy + sz ⊗ₖ sz) := by
  rw [coulomb, dirac_exchange_identity]
  module

/-- The density-density part is `U' - J/2 - 2J S₁z S₂z`. -/
theorem densityDensity_eq_ising (U J : ℝ) :
    densityDensity U J = ((U : ℂ) - J / 2) • (1 : TwoSpinOp) - (2 * J : ℂ) • (sz ⊗ₖ sz) := by
  ext ⟨i, j⟩ ⟨k, l⟩
  fin_cases i <;> fin_cases j <;> fin_cases k <;> fin_cases l <;>
    simp [densityDensity, coulomb, swap, sz] <;> ring

/-- The full interaction has energy `U' + J` on `|↑↓⟩ - |↓↑⟩` and `U' - J` on `|↑↓⟩ + |↓↑⟩`. -/
theorem coulomb_antiparallel (U J : ℝ) :
    coulomb U J *ᵥ antiparallel (-1) = ((U : ℂ) + J) • antiparallel (-1) ∧
      coulomb U J *ᵥ antiparallel 1 = ((U : ℂ) - J) • antiparallel 1 := by
  constructor <;> ext ⟨i, j⟩ <;> fin_cases i <;> fin_cases j <;>
    simp [coulomb, swap, antiparallel, Matrix.mulVec, dotProduct, Fintype.sum_prod_type,
      Fin.sum_univ_two, Matrix.one_apply] <;> ring

/-- The density-density part has energy `U'` on every state `|↑↓⟩ + c |↓↑⟩`. -/
theorem densityDensity_antiparallel (U J : ℝ) (c : ℂ) :
    densityDensity U J *ᵥ antiparallel c = (U : ℂ) • antiparallel c := by
  ext ⟨i, j⟩
  fin_cases i <;> fin_cases j <;>
    simp [densityDensity, coulomb, swap, antiparallel, Matrix.mulVec_diagonal]

end

end HundExchange
```

```lean
#print axioms HundExchange.spin_symmetry_of_exchange
#print axioms HundExchange.densityDensity_eq_ising
#print axioms HundExchange.coulomb_antiparallel
#print axioms HundExchange.densityDensity_antiparallel
```

```
'HundExchange.spin_symmetry_of_exchange' depends on axioms: [propext, Classical.choice, Quot.sound]
'HundExchange.densityDensity_eq_ising' depends on axioms: [propext, Classical.choice, Quot.sound]
'HundExchange.coulomb_antiparallel' depends on axioms: [propext, Classical.choice, Quot.sound]
'HundExchange.densityDensity_antiparallel' depends on axioms: [propext, Classical.choice, Quot.sound]
```

### How the proofs follow the derivation

- `swap_mul_kronecker` checks the exchange rule on all 16 entries, using `fin_cases`. `coulomb_commute_total` applies it to both terms of $A$.
- In `densityDensity_commute_total_iff`, `h1` and `h2` are the two matrix elements above, and `linear_combination` turns them into $Ja_{01}=0$ and $Ja_{10}=0$. The converse is checked entrywise.
- `spin_symmetry_of_exchange` combines the exchange rule with this criterion for `sx`.
- `dirac_exchange_identity` is checked entrywise with $i^2=-1$; substituting it gives `coulomb_eq_heisenberg`. `densityDensity_eq_ising` and the two energy theorems are also entrywise.

### Rotating only one spin

If the two factors differ, the symmetry can fail. Take $\sigma_z\otimes1$, with $\sigma_z=2S_z$: applying it to $|\uparrow\downarrow\rangle$ and then SWAP gives $|\downarrow\uparrow\rangle$, but the reverse order gives $-|\downarrow\uparrow\rangle$. For $J\neq0$, $H$ does not commute with it.

### Testing an interaction matrix in code

Build the $4\times4$ interaction block in the basis above, writing every state with the creation operator of orbital 1 to the left of that of orbital 2. A code that puts all up-spin operators first reverses the sign of one antiparallel state, and with it the sign of the spin-flip entries; undo this before the test. Then compute the commutator of the block with the total $S_x$. The full block gives zero; for the truncated one, $[H_{dd},A]$ with $a=S_x$ has the entry $-J/2$ in row $\uparrow\uparrow$, column $\uparrow\downarrow$, and $+J/2$ in the transposed position. A nonzero result shows that the block is not invariant under spin rotations. Missing spin-flip terms are one possible cause; spin-flip terms with the wrong sign or size are another.
